# Conjugation by exp(iθP) turns Q into cos(2θ) Q + i sin(2θ) PQ when P² = 1 and PQ = −QP

This text computes the conjugation exp(iθP) Q exp(−iθP). For Hermitian P and real θ, this is what the gate exp(−iθP) does to an observable Q in the Heisenberg picture. Here P and Q are complex square matrices of any finite size, exp is the matrix exponential given by its power series, and the only properties used for the rotation formula are P² = 1 and PQ = −QP. Two different Pauli matrices satisfy these relations, as do two anticommuting Pauli strings on several qubits.

In the code, `Matrix n n ℂ` is the type of such matrices, with rows and columns labelled by a finite type `n`. The letter `I` is the imaginary unit; the identity matrix is written `1`.

```lean
import Mathlib

open Complex Matrix

namespace PauliRotation

noncomputable section

variable {n : Type*} [Fintype n] [DecidableEq n]
```

## The rotation and the Pauli matrices

Write U(θ) = exp(iθP). There is no factor 1/2 and no minus sign in the exponent, so the common gate exp(−iφP/2) is U(−φ/2). The angle may be complex, which includes the real angles of physical gates. Despite its name, `pauliRotation` accepts any square matrix as generator.

```lean
/-- The rotation `exp(i θ P)` generated by the matrix `P`, with a complex angle `θ`. -/
def pauliRotation (θ : ℂ) (P : Matrix n n ℂ) : Matrix n n ℂ :=
  NormedSpace.exp ((θ * I) • P)
```

The Pauli matrices have their usual entries. X exchanges the two basis states:

X = [0, 1; 1, 0]

```lean
/-- The Pauli matrix `X`. -/
def pauliX : Matrix (Fin 2) (Fin 2) ℂ := !![0, 1; 1, 0]
```

Y exchanges them with phases:

Y = [0, −i; i, 0]

```lean
/-- The Pauli matrix `Y`. -/
def pauliY : Matrix (Fin 2) (Fin 2) ℂ := !![0, -I; I, 0]
```

Z is diagonal:

Z = [1, 0; 0, −1]

```lean
/-- The Pauli matrix `Z`. -/
def pauliZ : Matrix (Fin 2) (Fin 2) ℂ := !![1, 0; 0, -1]
```

## Euler's formula from P² = 1

Since P² = 1, every even power of P is 1 and every odd power is P. The even and odd terms of the exponential series are therefore

(iθP)²ᵏ / (2k)! = (−1)ᵏ θ²ᵏ / (2k)! · 1

(iθP)²ᵏ⁺¹ / (2k+1)! = i (−1)ᵏ θ²ᵏ⁺¹ / (2k+1)! · P

Summing over k = 0, 1, 2, … gives the cosine and sine series, hence

U(θ) = cos θ · 1 + i sin θ · P

In the proof, `heven` and `hodd` are these two sums, obtained from the scalar series for cosine and sine, and `HasSum.even_add_odd` interleaves them into the full exponential series.

```lean
/-- Euler's formula for matrices: if `P² = 1`, then `exp(i θ P) = cos θ + i sin θ P`. -/
theorem pauliRotation_eq {P : Matrix n n ℂ} (hP : P * P = 1) (θ : ℂ) :
    pauliRotation θ P = Complex.cos θ • (1 : Matrix n n ℂ) + (I * Complex.sin θ) • P := by
  have hpow : ∀ k : ℕ, P ^ (2 * k) = 1 := fun k => by
    rw [pow_mul, pow_two, hP, one_pow]
  -- the even powers sum to the cosine
  have heven : HasSum (fun k : ℕ => (((2 * k).factorial : ℂ)⁻¹) • ((θ * I) • P) ^ (2 * k))
      (Complex.cos θ • (1 : Matrix n n ℂ)) := by
    convert (Complex.hasSum_cos' θ).smul_const (1 : Matrix n n ℂ) using 1
    funext k
    rw [smul_pow, hpow, smul_smul, div_eq_inv_mul]
  -- the odd powers sum to the sine, with one factor of `P` left over
  have hodd : HasSum
      (fun k : ℕ => (((2 * k + 1).factorial : ℂ)⁻¹) • ((θ * I) • P) ^ (2 * k + 1))
      ((I * Complex.sin θ) • P) := by
    convert ((Complex.hasSum_sin' θ).mul_left I).smul_const P using 1
    funext k
    rw [smul_pow, pow_succ P, hpow, one_mul, smul_smul]
    congr 1
    field_simp
  have h : HasSum (fun k : ℕ => ((k.factorial : ℂ)⁻¹) • ((θ * I) • P) ^ k)
      (Complex.cos θ • (1 : Matrix n n ℂ) + (I * Complex.sin θ) • P) :=
    HasSum.even_add_odd heven hodd
  unfold pauliRotation
  rw [NormedSpace.exp_eq_tsum ℂ]
  exact h.tsum_eq
```

## Adding and reversing angles

The matrices iθP and iφP commute, being multiples of the same P, so their exponentials multiply as numbers do:

U(θ + φ) = U(θ) U(φ)

This needs no condition on P. With φ = −θ it shows that U(−θ) is the inverse of U(θ).

```lean
/-- Successive rotations with the same generator add their angles. -/
theorem pauliRotation_add (P : Matrix n n ℂ) (θ φ : ℂ) :
    pauliRotation (θ + φ) P = pauliRotation θ P * pauliRotation φ P := by
  unfold pauliRotation
  rw [add_mul, add_smul, Matrix.exp_add_of_commute _ _
    (((Commute.refl P).smul_left _).smul_right _)]
```

For a physical gate the inverse should also be the adjoint. If P is Hermitian and θ is real, the adjoint of iθP is −iθP, and taking adjoints commutes with the exponential:

U(θ)† = U(−θ)

Lean writes the adjoint as `ᴴ`. This is the only general result here that requires a Hermitian generator and a real angle.

```lean
/-- For a Hermitian generator and a real angle, the adjoint of the rotation is the rotation
by the opposite angle. -/
theorem pauliRotation_conjTranspose {P : Matrix n n ℂ} (hP : P.IsHermitian) (θ : ℝ) :
    (pauliRotation (θ : ℂ) P)ᴴ = pauliRotation (-(θ : ℂ)) P := by
  have hs : star ((θ : ℂ) * I) = -(θ : ℂ) * I := by
    rw [Complex.star_def, map_mul, Complex.conj_ofReal, Complex.conj_I]
    ring
  unfold pauliRotation
  rw [← Matrix.exp_conjTranspose, Matrix.conjTranspose_smul, hP.eq, hs]
```

## Conjugating an anticommuting matrix

Moving Q to the left through U(θ) changes the sign of the P term:

U(θ) Q = cos θ Q + i sin θ PQ = cos θ Q − i sin θ QP = Q U(−θ)

The proof expands both rotations by Euler's formula and replaces PQ by −QP; `module` then compares the coefficients.

```lean
/-- If `P² = 1` and `Q` anticommutes with `P`, then moving `Q` through a rotation generated
by `P` reverses the angle. -/
theorem pauliRotation_mul {P Q : Matrix n n ℂ} (hP : P * P = 1) (hPQ : P * Q = -(Q * P))
    (θ : ℂ) : pauliRotation θ P * Q = Q * pauliRotation (-θ) P := by
  rw [pauliRotation_eq hP, pauliRotation_eq hP, Complex.cos_neg, Complex.sin_neg]
  simp only [add_mul, mul_add, smul_mul_assoc, mul_smul_comm, one_mul, mul_one, hPQ]
  module
```

The conjugation now reduces to a single rotation by twice the angle:

U(θ) Q U(−θ) = U(θ) U(θ) Q = U(2θ) Q = cos(2θ) Q + i sin(2θ) PQ

The rewrites in the proof follow this chain from left to right.

```lean
/-- If `P² = 1` and `PQ = -QP`, then
`exp(i θ P) Q exp(-i θ P) = cos(2θ) Q + i sin(2θ) P Q`. -/
theorem pauliRotation_conj {P Q : Matrix n n ℂ} (hP : P * P = 1) (hPQ : P * Q = -(Q * P))
    (θ : ℂ) : pauliRotation θ P * Q * pauliRotation (-θ) P =
      Complex.cos (2 * θ) • Q + (I * Complex.sin (2 * θ)) • (P * Q) := by
  -- both rotations are collected on the left of `Q`
  rw [mul_assoc, ← pauliRotation_mul hP hPQ θ, ← mul_assoc, ← pauliRotation_add, ← two_mul,
    pauliRotation_eq hP, add_mul, smul_mul_assoc, smul_mul_assoc, one_mul]
```

The normalisation of P matters: it is not enough that P² is a positive multiple of the identity. Take P = 2Z, Q = X and θ = π/4. These anticommute and P² = 4, but the conjugation gives −X, whereas the formula would give −2Y.

## The angles that return ±Q or ±iPQ

Suppose in addition that Q² = 1 and that the matrices have at least one row, which is the hypothesis `[Nonempty n]`. Then Q and PQ are linearly independent. Let aQ + bPQ = 0 with complex numbers a and b. Multiplying by Q from the right, and then from the left with QPQ = −P, gives

a · 1 + bP = 0

a · 1 − bP = 0

The sum gives a = 0. What remains is bP = 0, and P is not zero because P² = 1, so b = 0. The steps `h1`, `h2` and `h3` are the two equations and their sum.

```lean
/-- On a non-zero space, if `P² = Q² = 1` and `PQ = -QP`, then `Q` and `PQ` are linearly
independent. -/
theorem coeff_eq_zero [Nonempty n] {P Q : Matrix n n ℂ} (hP : P * P = 1) (hQ : Q * Q = 1)
    (hPQ : P * Q = -(Q * P)) {a b : ℂ} (h : a • Q + b • (P * Q) = 0) : a = 0 ∧ b = 0 := by
  have e : Q * (P * Q) = -P := by rw [hPQ, mul_neg, ← mul_assoc, hQ, one_mul]
  -- multiply by `Q` from the right and from the left
  have h1 : a • (1 : Matrix n n ℂ) + b • P = 0 := by
    have h' := congrArg (fun M => M * Q) h
    simpa only [add_mul, smul_mul_assoc, mul_assoc, hQ, mul_one, zero_mul] using h'
  have h2 : a • (1 : Matrix n n ℂ) + b • (-P) = 0 := by
    have h' := congrArg (fun M => Q * M) h
    simpa only [mul_add, mul_smul_comm, hQ, e, mul_zero] using h'
  have h3 : (2 * a) • (1 : Matrix n n ℂ) = 0 := by
    linear_combination (norm := module) h1 + h2
  have ha : a = 0 := by
    rcases smul_eq_zero.mp h3 with h4 | h4
    · simpa using h4
    · exact absurd h4 one_ne_zero
  refine ⟨ha, ?_⟩
  rw [ha, zero_smul, zero_add] at h1
  rcases smul_eq_zero.mp h1 with h4 | h4
  · exact h4
  · rw [h4, mul_zero] at hP
    exact absurd hP zero_ne_one
```

Coefficients of Q and PQ can therefore be compared. If the rotated matrix is ±Q, then sin(2θ) = 0; if it is ±iPQ, then cos(2θ) = 0. In either case

sin(4θ) = 2 sin(2θ) cos(2θ) = 0

so θ = kπ/4 for an integer k. Conversely, at such an angle either the sine or the cosine of 2θ vanishes, and sin²(2θ) + cos²(2θ) = 1 makes the other one ±1, which gives one of the four matrices.

The name `clifford_angle_iff` comes from Clifford gates, which send every Pauli string to a Pauli string, up to a phase. The theorem follows a single Q and does not assume that P and Q are Pauli strings, so it does not by itself show that a gate is Clifford.

```lean
/-- On a non-zero space, with `P² = Q² = 1` and `PQ = -QP`, conjugation by `exp(i θ P)` takes `Q` to
one of `±Q`, `±i P Q` exactly when `θ` is an integer multiple of `π/4`. -/
theorem clifford_angle_iff [Nonempty n] {P Q : Matrix n n ℂ} (hP : P * P = 1)
    (hQ : Q * Q = 1) (hPQ : P * Q = -(Q * P)) (θ : ℂ) :
    (pauliRotation θ P * Q * pauliRotation (-θ) P ∈
      ({Q, -Q, I • (P * Q), -(I • (P * Q))} : Set (Matrix n n ℂ))) ↔
      ∃ k : ℤ, θ = k * ((Real.pi : ℂ) / 4) := by
  rw [pauliRotation_conj hP hPQ]
  simp only [Set.mem_insert_iff, Set.mem_singleton_iff]
  constructor
  · intro h
    -- comparing coefficients, the sine or the cosine of `2θ` vanishes
    have hsc : Complex.sin (2 * θ) = 0 ∨ Complex.cos (2 * θ) = 0 := by
      rcases h with h | h | h | h
      · have h' := coeff_eq_zero hP hQ hPQ (a := Complex.cos (2 * θ) - 1)
          (b := I * Complex.sin (2 * θ)) (by linear_combination (norm := module) h)
        exact Or.inl ((mul_eq_zero.mp h'.2).resolve_left I_ne_zero)
      · have h' := coeff_eq_zero hP hQ hPQ (a := Complex.cos (2 * θ) + 1)
          (b := I * Complex.sin (2 * θ)) (by linear_combination (norm := module) h)
        exact Or.inl ((mul_eq_zero.mp h'.2).resolve_left I_ne_zero)
      · exact Or.inr (coeff_eq_zero hP hQ hPQ (a := Complex.cos (2 * θ))
          (b := I * Complex.sin (2 * θ) - I) (by linear_combination (norm := module) h)).1
      · exact Or.inr (coeff_eq_zero hP hQ hPQ (a := Complex.cos (2 * θ))
          (b := I * Complex.sin (2 * θ) + I) (by linear_combination (norm := module) h)).1
    have h4 : Complex.sin (2 * (2 * θ)) = 0 := by
      rw [Complex.sin_two_mul]
      rcases hsc with h | h <;> rw [h] <;> ring
    obtain ⟨k, hk⟩ := Complex.sin_eq_zero_iff.mp h4
    exact ⟨k, by linear_combination hk / 4⟩
  · rintro ⟨k, hk⟩
    have h4 : Complex.sin (2 * (2 * θ)) = 0 :=
      Complex.sin_eq_zero_iff.mpr ⟨k, by rw [hk]; ring⟩
    rw [Complex.sin_two_mul] at h4
    have hone := Complex.sin_sq_add_cos_sq (2 * θ)
    rcases mul_eq_zero.mp h4 with h | hc
    · have hs : Complex.sin (2 * θ) = 0 := (mul_eq_zero.mp h).resolve_left two_ne_zero
      rw [hs] at hone ⊢
      have hc : (Complex.cos (2 * θ) - 1) * (Complex.cos (2 * θ) + 1) = 0 := by
        linear_combination hone
      rcases mul_eq_zero.mp hc with h | h
      · left
        rw [sub_eq_zero.mp h]
        module
      · right; left
        rw [eq_neg_of_add_eq_zero_left h]
        module
    · rw [hc] at hone ⊢
      have hs : (Complex.sin (2 * θ) - 1) * (Complex.sin (2 * θ) + 1) = 0 := by
        linear_combination hone
      rcases mul_eq_zero.mp hs with h | h
      · right; right; left
        rw [sub_eq_zero.mp h]
        module
      · right; right; right
        rw [eq_neg_of_add_eq_zero_left h]
        module
```

## Z rotating X

The relations hold for P = Z and Q = X:

Z² = X² = 1, ZX = −XZ, Z† = Z

Lean checks them entry by entry.

```lean
/-- The Pauli matrices `Z` and `X` square to one and anticommute, and `Z` is Hermitian. -/
theorem pauli_witness : pauliZ * pauliZ = 1 ∧ pauliX * pauliX = 1 ∧
    pauliZ * pauliX = -(pauliX * pauliZ) ∧ pauliZ.IsHermitian := by
  refine ⟨?_, ?_, ?_, ?_⟩
  all_goals
    ext i j
    fin_cases i <;> fin_cases j <;>
      simp [pauliZ, pauliX, Matrix.mul_apply, Fin.sum_univ_succ]
```

Since ZX = iY, the second term of the general formula is i sin(2θ) · iY = −sin(2θ) Y, and

exp(iθZ) X exp(−iθZ) = cos(2θ) X − sin(2θ) Y

```lean
/-- A rotation generated by `Z` turns `X` into `cos(2θ) X - sin(2θ) Y`. -/
theorem pauliZ_rotates_pauliX (θ : ℂ) :
    pauliRotation θ pauliZ * pauliX * pauliRotation (-θ) pauliZ =
      Complex.cos (2 * θ) • pauliX - Complex.sin (2 * θ) • pauliY := by
  have hZX : pauliZ * pauliX = I • pauliY := by
    ext i j
    fin_cases i <;> fin_cases j <;>
      simp [pauliZ, pauliX, pauliY, Matrix.mul_apply, Fin.sum_univ_succ]
  have hI : I * Complex.sin (2 * θ) * I = -Complex.sin (2 * θ) := by
    linear_combination Complex.sin (2 * θ) * I_mul_I
  rw [pauliRotation_conj pauli_witness.1 pauli_witness.2.2.1, hZX, smul_smul, hI, neg_smul,
    sub_eq_add_neg]

end

end PauliRotation
```

```lean
#print axioms PauliRotation.pauliRotation_conjTranspose
#print axioms PauliRotation.clifford_angle_iff
#print axioms PauliRotation.pauliZ_rotates_pauliX
```

```
'PauliRotation.pauliRotation_conjTranspose' depends on axioms: [propext, Classical.choice, Quot.sound]
'PauliRotation.clifford_angle_iff' depends on axioms: [propext, Classical.choice, Quot.sound]
'PauliRotation.pauliZ_rotates_pauliX' depends on axioms: [propext, Classical.choice, Quot.sound]
```

## One Ising coupling in the Heisenberg picture

In a simulation of spin dynamics split into Trotter steps, the formula gives the exact action of one factor with a single generator P on an anticommuting observable; the error of the splitting is a separate matter. Take two qubits with H = J Z₁Z₂, where J is the coupling and ħ = 1. With P = Z₁Z₂, Q = X₁ and θ = Jt, the observable after time t is

exp(iHt) X₁ exp(−iHt) = cos(2Jt) X₁ − sin(2Jt) Y₁Z₂

If both qubits start in the +1 eigenstate of X, then in this initial state X₁ has mean 1 and Y₁Z₂ has mean zero, so a measurement of X₁ after time t has mean cos(2Jt). Applying this to a device assumes that its gate really is exp(−iHt) = exp(−iθP), with no noise and no further terms in the Hamiltonian.
